# Two coordinates with the same zero line can give different conditional means

In a free-energy calculation one often needs the average of an observable on a surface in configuration space, say where a reaction coordinate \(\xi\) is zero. An unconstrained simulation almost never lands exactly on that surface, but one can collect the configurations with \(0<\xi<e\) for a small width \(e\) and average over them. Suppose two people choose different coordinates that vanish on the same surface. Do they get the same average as \(e\) shrinks?

They need not. Take a point \((x,y)\) uniformly distributed on the unit square. The coordinates \(y\) and \(y/(1+x)\) both vanish exactly on the bottom edge \(y=0\). Yet the mean of \(x\) is \(1/2\) given \(0<y<e\), and \(5/9\) given \(0<y/(1+x)<e\), for every \(0<e\le 1/2\). The effect is known as the Borel–Kolmogorov paradox, which is usually told for great circles on a sphere; the flat square keeps the integrals elementary.

## The square, the shell and the mean

```lean
import Mathlib

open MeasureTheory Set Filter Topology

namespace ConditioningParadox

noncomputable section
```

The file loads the library Mathlib and opens some of its namespaces, so that names for integrals, sets and limits can be written in short form.

```lean
/-- The unit square, the configuration space of the pair `(x, y)`. -/
def square : Set (ℝ × ℝ) := Icc 0 1 ×ˢ Icc 0 1
```

`Icc 0 1` is the closed interval \([0,1]\), and `×ˢ` is the product of sets. So `square` is \([0,1]\times[0,1]\) inside \(\mathbb R\times\mathbb R\). For a point `p`, the components \(x\) and \(y\) are written `p.1` and `p.2`.

```lean
/-- The part of the unit square where the coordinate `ξ` lies strictly between `0` and `e`. -/
def shell (ξ : ℝ × ℝ → ℝ) (e : ℝ) : Set (ℝ × ℝ) :=
  {p | p ∈ square ∧ 0 < ξ p ∧ ξ p < e}
```

A coordinate is any function `ξ` from the plane to the real numbers. Its shell of width \(e\) is
\[
S_e(\xi)=\{p\in[0,1]^2 : 0<\xi(p)<e\}.
\]
The width is measured in values of \(\xi\), not as a distance in the plane, and the whole effect comes from this.

```lean
/-- The mean of the observable `f x` for `(x, y)` uniform on the unit square,
conditioned on `0 < ξ < e`. -/
def condMean (ξ : ℝ × ℝ → ℝ) (e : ℝ) (f : ℝ → ℝ) : ℝ :=
  (∫ p in shell ξ e, f p.1) / volume.real (shell ξ e)
```

For an observable \(f\) that depends on \(x\) alone, the conditional mean is
\[
\langle f\rangle_{\xi,e}=\frac{\int_{S_e(\xi)} f(x)\,dx\,dy}{\operatorname{area} S_e(\xi)} .
\]
Here `volume` is Lebesgue measure, which on the square is the uniform law, and `volume.real` gives the area as a real number. The conditioning is always on a shell of positive width, never on the line itself, which has probability zero.

## The shell is thicker where \(g\) is larger

```lean
/-- If it fits in the square, the shell of the coordinate `y / g x` is the region between
the line `y = 0` and the curve `y = e * g x`. -/
theorem shell_eq {g : ℝ → ℝ} {e : ℝ} (hg : ∀ x ∈ Icc (0 : ℝ) 1, 0 < g x)
    (hfit : ∀ x ∈ Icc (0 : ℝ) 1, e * g x ≤ 1) :
    shell (fun p => p.2 / g p.1) e =
      regionBetween (fun _ => 0) (fun x => e * g x) (Icc 0 1) := by
  ext ⟨x, y⟩
  constructor
  · rintro ⟨⟨hx, hy⟩, h0, h1⟩
    have hgx : 0 < g x := hg x hx
    have h2 : 0 < y / g x * g x := mul_pos h0 hgx
    rw [div_mul_cancel₀ _ hgx.ne'] at h2
    exact ⟨hx, h2, (div_lt_iff₀ hgx).1 h1⟩
  · rintro ⟨hx, h0, h1⟩
    have hgx : 0 < g x := hg x hx
    exact ⟨⟨hx, le_of_lt h0, (le_of_lt h1).trans (hfit x hx)⟩,
      div_pos h0 hgx, (div_lt_iff₀ hgx).2 h1⟩
```

A Lean theorem lists its hypotheses in brackets, then the claim after a colon, then the proof after `:=`. Here \(g\) is a function that is positive on \([0,1]\), the coordinate is \(\xi=y/g(x)\), and `hfit` says that \(e\,g(x)\le 1\) there, so that the shell is not cut off by the top edge.

By hand, multiply \(0<y/g(x)<e\) by \(g(x)>0\) to get \(0<y<e\,g(x)\). Conversely, any such \(y\) is below 1 by `hfit`, so the point lies in the square. The two bullets of the proof are these two directions.

```lean
/-- The integral of `f x` over the shell of `y / g x` is the width `e` times the integral of `f`
weighted by `g`, if `g` is positive on the unit interval and the shell fits in the square. -/
theorem shell_integral {f g : ℝ → ℝ} {e : ℝ} (hf : Continuous f) (hgc : Continuous g)
    (hg : ∀ x ∈ Icc (0 : ℝ) 1, 0 < g x) (he : 0 < e)
    (hfit : ∀ x ∈ Icc (0 : ℝ) 1, e * g x ≤ 1) :
    ∫ p in shell (fun p => p.2 / g p.1) e, f p.1 = e * ∫ x in (0 : ℝ)..1, f x * g x := by
  have hsub : shell (fun p => p.2 / g p.1) e ⊆ square := fun p hp => hp.1
  have hmeas : MeasurableSet (shell (fun p => p.2 / g p.1) e) := by
    rw [shell_eq hg hfit]
    exact measurableSet_regionBetween measurable_const
      (continuous_const.mul hgc).measurable measurableSet_Icc
  have hmem : ∀ x y : ℝ, (x, y) ∈ shell (fun p => p.2 / g p.1) e ↔
      x ∈ Icc (0 : ℝ) 1 ∧ y ∈ Ioo 0 (e * g x) := by
    intro x y
    rw [shell_eq hg hfit]
    exact Iff.rfl
  generalize shell (fun p => p.2 / g p.1) e = S at hsub hmeas hmem ⊢
  have hcompact : IsCompact square := isCompact_Icc.prod isCompact_Icc
  have hio : IntegrableOn (fun p : ℝ × ℝ => f p.1) S volume :=
    ((hf.comp continuous_fst).continuousOn.integrableOn_compact hcompact).mono_set hsub
  have hint : Integrable (S.indicator (fun p : ℝ × ℝ => f p.1))
      ((volume : Measure ℝ).prod (volume : Measure ℝ)) := by
    rw [← Measure.volume_eq_prod]
    exact (integrable_indicator_iff hmeas).2 hio
  -- at fixed x the shell is an interval of length e * g x
  have hin : ∀ x : ℝ, ∫ y : ℝ, S.indicator (fun p : ℝ × ℝ => f p.1) (x, y) =
      (Icc (0 : ℝ) 1).indicator (fun x => e * (f x * g x)) x := by
    intro x
    by_cases hx : x ∈ Icc (0 : ℝ) 1
    · have h : (fun y : ℝ => S.indicator (fun p : ℝ × ℝ => f p.1) (x, y)) =
          (Ioo 0 (e * g x)).indicator (fun _ => f x) := by
        funext y
        by_cases hy : y ∈ Ioo 0 (e * g x)
        · exact (indicator_of_mem ((hmem x y).2 ⟨hx, hy⟩) _).trans
            (indicator_of_mem hy (fun _ => f x)).symm
        · exact (indicator_of_notMem (fun h => hy ((hmem x y).1 h).2) _).trans
            (indicator_of_notMem hy _).symm
      rw [h, integral_indicator measurableSet_Ioo, setIntegral_const,
        Real.volume_real_Ioo_of_le (mul_pos he (hg x hx)).le, indicator_of_mem hx, smul_eq_mul]
      ring
    · have h : (fun y : ℝ => S.indicator (fun p : ℝ × ℝ => f p.1) (x, y)) = fun _ => 0 :=
        funext fun y => indicator_of_notMem (fun h => hx ((hmem x y).1 h).1) _
      rw [h, integral_zero, indicator_of_notMem hx]
  -- Fubini
  rw [← integral_indicator hmeas, Measure.volume_eq_prod, integral_prod _ hint]
  simp only [hin]
  rw [integral_indicator measurableSet_Icc, integral_Icc_eq_integral_Ioc,
    ← intervalIntegral.integral_of_le zero_le_one, intervalIntegral.integral_const_mul]
```

For continuous \(f\) and \(g\) and \(e>0\), this theorem does the double integral:
\[
\int_{S_e} f(x)\,dx\,dy=\int_0^1 f(x)\left(\int_0^{e g(x)}dy\right)dx=e\int_0^1 f(x)g(x)\,dx .
\]

Lean first needs the integral to exist. The shell is measurable, and \(f\) is integrable on it because \(f\) is continuous and the shell lies in the compact square. The integral over the shell is then rewritten as one over the whole plane, with an `indicator`, a function set to zero off the shell. The step `hin` is the inner integral: for \(x\) in \([0,1]\) it is \(f(x)\) times the length \(e\,g(x)\), and for other \(x\) it is zero. Fubini's theorem, `integral_prod`, joins the two integrations.

```lean
/-- Conditioning on `0 < y / g x < e` averages `f x` with weight `g x`, for every width `e`
at which the shell fits in the square. -/
theorem condMean_gauge {f g : ℝ → ℝ} {e : ℝ} (hf : Continuous f) (hgc : Continuous g)
    (hg : ∀ x ∈ Icc (0 : ℝ) 1, 0 < g x) (he : 0 < e)
    (hfit : ∀ x ∈ Icc (0 : ℝ) 1, e * g x ≤ 1) :
    condMean (fun p => p.2 / g p.1) e f =
      (∫ x in (0 : ℝ)..1, f x * g x) / ∫ x in (0 : ℝ)..1, g x := by
  have harea : volume.real (shell (fun p => p.2 / g p.1) e) = e * ∫ x in (0 : ℝ)..1, g x := by
    have h := shell_integral (f := fun _ => 1) continuous_const hgc hg he hfit
    simpa using h
  rw [condMean, shell_integral hf hgc hg he hfit, harea, mul_div_mul_left _ _ he.ne']
```

As before, \(f\) and \(g\) are continuous and \(g\) is positive on \([0,1]\). Setting \(f=1\) in the previous result gives the area \(e\int_0^1 g\,dx\), which is the step `harea`. Dividing, the width cancels:
\[
\langle f\rangle_{y/g,\,e}=\frac{\int_0^1 f(x)g(x)\,dx}{\int_0^1 g(x)\,dx}.
\]
The factor \(g\) is the one in the delta-function identity \(\delta(y/g(x))=g(x)\,\delta(y)\). The mistake to watch for in a derivation is to replace \(\delta(\xi)\) by \(\delta(y)\) because both are concentrated on the same line; that loses the weight.

The condition `hfit` matters too. For \(g=1+x\) and \(e=1\), the shell is the whole square up to a set of zero area, and the mean of \(x\) is back at \(1/2\).

```lean
/-- Conditioning on `0 < y < e` gives the uniform average of `f x`. -/
theorem condMean_plain {f : ℝ → ℝ} {e : ℝ} (hf : Continuous f) (he : 0 < e) (he1 : e ≤ 1) :
    condMean (fun p => p.2) e f = ∫ x in (0 : ℝ)..1, f x := by
  have h := condMean_gauge (g := fun _ => 1) hf continuous_const
    (fun _ _ => one_pos) he (fun _ _ => by linarith)
  simpa using h
```

With \(g=1\) the weight disappears, and conditioning on \(0<y<e\) gives the plain average \(\int_0^1 f\,dx\) for every \(0<e\le1\).

```lean
/-- As the shell `0 < y / g x < e` shrinks onto the line `y = 0`, the conditional mean of
`f x` tends to the average weighted by `g`. -/
theorem condMean_tendsto {f g : ℝ → ℝ} (hf : Continuous f) (hgc : Continuous g)
    (hg : ∀ x ∈ Icc (0 : ℝ) 1, 0 < g x) :
    Tendsto (fun e => condMean (fun p => p.2 / g p.1) e f) (𝓝[>] 0)
      (𝓝 ((∫ x in (0 : ℝ)..1, f x * g x) / ∫ x in (0 : ℝ)..1, g x)) := by
  obtain ⟨C, hC⟩ := (isCompact_Icc (a := (0 : ℝ)) (b := 1)).exists_bound_of_continuousOn
    hgc.continuousOn
  have hD : 0 < |C| + 1 := by positivity
  refine tendsto_const_nhds.congr' ?_
  -- g is bounded, so every sufficiently thin shell fits in the square
  filter_upwards [Ioo_mem_nhdsGT (one_div_pos.2 hD)] with e he
  refine (condMean_gauge hf hgc hg he.1 fun x hx => ?_).symm
  have h1 : g x ≤ |C| + 1 := by
    linarith [le_abs_self (g x), hC x hx, le_abs_self C, Real.norm_eq_abs (g x)]
  have h2 : e * (|C| + 1) < 1 := (lt_div_iff₀ hD).1 he.2
  exact (mul_le_mul_of_nonneg_left h1 he.1.le).trans h2.le
```

The symbol `𝓝[>] 0` means that \(e\) approaches zero from above. For continuous \(f\) and \(g\), with \(g\) positive on \([0,1]\), the theorem states that
\[
\lim_{e\to0^+}\langle f\rangle_{y/g,\,e}=\frac{\int_0^1 fg\,dx}{\int_0^1 g\,dx},
\]
so making the shell thinner does not remove the dependence on the coordinate.

No fitting condition is assumed here, because thin shells fit automatically. A continuous \(g\) is bounded on \([0,1]\), say \(|g|\le C\). If \(0<e<1/(|C|+1)\), then \(e\,g(x)\le1\), and the previous formula applies. Below that width the conditional mean is constant in \(e\), so the limit is that constant.

## One half against five ninths

```lean
/-- The coordinates `y` and `y / (1 + x)` vanish at the same points of the square, yet the
mean of `x` is `1/2` given `0 < y < e` and `5/9` given `0 < y / (1 + x) < e`. -/
theorem conditioning_paradox {e : ℝ} (he : 0 < e) (he2 : e ≤ 1 / 2) :
    (∀ p ∈ square, p.2 / (1 + p.1) = 0 ↔ p.2 = 0) ∧
    condMean (fun p => p.2) e (fun x => x) = 1 / 2 ∧
    condMean (fun p => p.2 / (1 + p.1)) e (fun x => x) = 5 / 9 := by
  refine ⟨fun p hp => ?_, ?_, ?_⟩
  · have h0 : 0 ≤ p.1 := hp.1.1
    have h1 : 1 + p.1 ≠ 0 := by positivity
    rw [div_eq_iff h1, zero_mul]
  · rw [condMean_plain continuous_id' he (by linarith), integral_id]
    norm_num
  · have hi := continuous_id'.intervalIntegrable (μ := volume) (0 : ℝ) 1
    have hp := (continuous_pow 2).intervalIntegrable (μ := volume) (0 : ℝ) 1
    have hc := (continuous_const (y := (1 : ℝ))).intervalIntegrable (μ := volume) (0 : ℝ) 1
    have hnum : ∫ x in (0 : ℝ)..1, x * (1 + x) = 5 / 6 := by
      have h : ∀ x : ℝ, x * (1 + x) = x + x ^ 2 := fun x => by ring
      simp only [h]
      rw [intervalIntegral.integral_add hi hp, integral_id, integral_pow]
      norm_num
    have hden : ∫ x in (0 : ℝ)..1, (1 + x) = 3 / 2 := by
      rw [intervalIntegral.integral_add hc hi, integral_id, intervalIntegral.integral_const]
      norm_num
    rw [condMean_gauge (g := fun x => 1 + x) continuous_id' (by fun_prop)
      (fun x hx => by linarith [hx.1]) he (fun x hx => by nlinarith [hx.1, hx.2]), hnum, hden]
    norm_num
```

The claim has three parts, joined by `∧` ("and"). First, at every point of the square, \(y/(1+x)=0\) exactly when \(y=0\), since \(1+x\) is not zero there. Second, the mean of \(x\) for the coordinate \(y\) is \(\int_0^1x\,dx=1/2\). Third, for \(y/(1+x)\) the weight is \(g=1+x\), and
\[
\frac{\int_0^1 x(1+x)\,dx}{\int_0^1(1+x)\,dx}=\frac{\tfrac12+\tfrac13}{1+\tfrac12}=\frac{5/6}{3/2}=\frac59 .
\]
The steps `hnum` and `hden` are the numerator and the denominator. The bound \(e\le1/2\) is the fitting condition, because \(1+x\) reaches 2 at the right edge.

In an analysis script for this model, the conditional mean is the average of `x` over the samples that pass the test `0 < xi < e`. Samples selected by \(0<y<e\) can also serve for the other coordinate if each one is weighted by \(1+x\) and the result is divided by the sum of the weights. Without the weights, the script estimates \(1/2\) and not \(5/9\).

## When the choice of coordinate makes no difference

```lean
/-- At a width where both shells fit in the square, and for `g` continuous and positive there, the
coordinates `y / g x` and `y` give the same conditional mean for every continuous observable of `x`
exactly when `g` is constant on the unit interval. -/
theorem condMean_agree_iff {g : ℝ → ℝ} {e : ℝ} (hgc : Continuous g)
    (hg : ∀ x ∈ Icc (0 : ℝ) 1, 0 < g x) (he : 0 < e) (he1 : e ≤ 1)
    (hfit : ∀ x ∈ Icc (0 : ℝ) 1, e * g x ≤ 1) :
    (∀ f : ℝ → ℝ, Continuous f →
      condMean (fun p => p.2 / g p.1) e f = condMean (fun p => p.2) e f) ↔
    ∃ c, ∀ x ∈ Icc (0 : ℝ) 1, g x = c := by
  have hI : 0 < ∫ x in (0 : ℝ)..1, g x :=
    intervalIntegral.integral_pos one_pos hgc.continuousOn
      (fun x hx => (hg x ⟨hx.1.le, hx.2⟩).le) ⟨0, by simp, hg 0 (by simp)⟩
  constructor
  · intro H
    -- test with the observable g itself: its variance must vanish
    have h := H g hgc
    rw [condMean_gauge hgc hgc hg he hfit, condMean_plain hgc he he1, div_eq_iff hI.ne'] at h
    obtain ⟨c, hc⟩ : ∃ c, c = ∫ x in (0 : ℝ)..1, g x := ⟨_, rfl⟩
    rw [← hc] at h
    have i1 : IntervalIntegrable (fun x => g x * g x) volume 0 1 :=
      (hgc.mul hgc).intervalIntegrable 0 1
    have i2 : IntervalIntegrable (fun x => 2 * c * g x) volume 0 1 :=
      (continuous_const.mul hgc).intervalIntegrable 0 1
    have i3 : IntervalIntegrable (fun _ : ℝ => c ^ 2) volume 0 1 :=
      continuous_const.intervalIntegrable 0 1
    have hv : ∫ x in (0 : ℝ)..1, (g x - c) ^ 2 = 0 := by
      have h1 : ∀ x, (g x - c) ^ 2 = g x * g x - (2 * c * g x - c ^ 2) := fun x => by ring
      simp only [h1]
      rw [intervalIntegral.integral_sub i1 (i2.sub i3), intervalIntegral.integral_sub i2 i3, h,
        intervalIntegral.integral_const_mul, ← hc, intervalIntegral.integral_const, smul_eq_mul]
      ring
    refine ⟨c, fun x hx => ?_⟩
    by_contra hne
    have hd : 0 < (g x - c) ^ 2 := by
      have h0 : g x - c ≠ 0 := sub_ne_zero.2 hne
      positivity
    have hpos : 0 < ∫ x in (0 : ℝ)..1, (g x - c) ^ 2 :=
      intervalIntegral.integral_pos one_pos
        ((hgc.sub continuous_const).pow 2).continuousOn (fun _ _ => sq_nonneg _)
        ⟨x, hx, hd⟩
    exact hpos.ne' hv
  · rintro ⟨c, hc⟩ f hf
    have h1 : ∫ x in (0 : ℝ)..1, f x * g x = (∫ x in (0 : ℝ)..1, f x) * c := by
      rw [← intervalIntegral.integral_mul_const]
      refine intervalIntegral.integral_congr fun x hx => ?_
      rw [uIcc_of_le zero_le_one] at hx
      simp only [hc x hx]
    have h2 : ∫ x in (0 : ℝ)..1, g x = c := by
      have h3 : ∫ x in (0 : ℝ)..1, g x = ∫ _x in (0 : ℝ)..1, c := by
        refine intervalIntegral.integral_congr fun x hx => ?_
        rw [uIcc_of_le zero_le_one] at hx
        exact hc x hx
      rw [h3, intervalIntegral.integral_const]
      simp
    rw [h2] at hI
    rw [condMean_gauge hf hgc hg he hfit, condMean_plain hf he he1, h1, h2,
      mul_div_cancel_right₀ _ hI.ne']

end

end ConditioningParadox
```

Fix one width \(e\le 1\) at which the shell of \(y/g\) fits in the square. The theorem says that \(y/g(x)\) and \(y\) give equal conditional means for all continuous \(f(x)\) if and only if \(g\) is constant on \([0,1]\).

Suppose first that all the means agree. Choose \(f=g\) and write \(c=\int_0^1 g\,dx\), which is positive. Agreement says \(\int_0^1g^2\,dx/c=c\), so \(\int_0^1 g^2\,dx=c^2\). Then
\[
\int_0^1(g-c)^2\,dx=\int_0^1g^2\,dx-2c\int_0^1g\,dx+c^2=c^2-2c^2+c^2=0 .
\]
This is the variance of \(g\) under the uniform law, and it is the step `hv`. If \(g(x)\ne c\) at some point of \([0,1]\), continuity would make the integral positive, a contradiction. Lean argues in the same way, with `by_contra` and `intervalIntegral.integral_pos`.

Conversely, if \(g=c\) on \([0,1]\), the weighted mean is \(c\int_0^1f\,dx\,/\,c=\int_0^1 f\,dx\), the same as for \(y\).

The theorems cover the uniform law on a square, observables of \(x\) alone, and coordinates of the form \(y/g(x)\) with \(g\) continuous and positive on \([0,1]\). Within this two-dimensional model they show a point that matters for binned averages in free-energy work: even in the limit of a thin bin, such an average can depend on the coordinate as a function, and naming the surface where it vanishes does not in general determine it.

```lean
#print axioms ConditioningParadox.condMean_tendsto
-- 'ConditioningParadox.condMean_tendsto' depends on axioms: [propext, Classical.choice, Quot.sound]
#print axioms ConditioningParadox.conditioning_paradox
-- 'ConditioningParadox.conditioning_paradox' depends on axioms: [propext, Classical.choice, Quot.sound]
#print axioms ConditioningParadox.condMean_agree_iff
-- 'ConditioningParadox.condMean_agree_iff' depends on axioms: [propext, Classical.choice, Quot.sound]
```
